# In finite dimension, a weak Hermitian perturbation narrows the ground-state gap by at most twice its bound

**Q:** Suppose I switch on an interaction gradually and follow the ground state of the non-interacting system. A level can cross on the way. With $H_0=\mathrm{diag}(0,1)$ and $V=\mathrm{diag}(1,-1)$, the levels of $H_0+sV$ are $s$ and $1-s$. Beyond $s=1/2$ the state I am following is an excited state. What rules this out?

**A:** A comparison of two energies. Let $D>0$ be the excitation energy of $H_0$ above its simple lowest level $e_0$, and let $v$ bound the interaction energy: $|\langle x,Vx\rangle|\le v$ for every unit vector $x$. If $2v<D$, then for each $s\in[0,1]$ the lowest level of $H_0+sV$ is simple, every other level lies at least $D-2sv>0$ above it, and it has moved by at most $sv$. Your example has $2v=2>D=1$, so this guarantee does not apply to it. The condition is sufficient, not necessary: if $V$ is a multiple of the identity, all levels shift equally and none cross, however large $v$ is.

**Q:** Derive it by hand first.

**A:** Write $K=H_0+sV$, and let $u$ be the unit ground state of $H_0$. Scaling gives $|\langle x,Vx\rangle|\le v\|x\|^2$ for all $x$.

Take $x\perp u$ and an orthonormal eigenbasis $b_i$ of $H_0$ with levels $l_i$. Then
$$\langle x,H_0x\rangle=\sum_i l_i|\langle b_i,x\rangle|^2\ge(e_0+D)\|x\|^2,$$
because a $b_i$ at level $e_0$ is a multiple of $u$ and has no overlap with $x$. Hence $\langle x,Kx\rangle\ge(e_0+D-sv)\|x\|^2$.

Now let $p,q$ be orthogonal nonzero eigenvectors of $K$ with levels $\mu\le\nu$. If $q\perp u$, put $x=q$ and read off $\nu\ge e_0+D-sv$. Otherwise put $x=P+Q$ with $P=\langle u,q\rangle p$ and $Q=-\langle u,p\rangle q$. This $x$ is nonzero and orthogonal to $u$, and
$$\langle x,Kx\rangle=\mu\|P\|^2+\nu\|Q\|^2\le\nu\|x\|^2,$$
so again $\nu\ge e_0+D-sv$.

For the lowest level $e$ of $K$, the trial state $u$ gives $e\le e_0+s\langle u,Vu\rangle\le e_0+sv$. A unit eigenvector $w$ at $e$ gives $e=\langle w,H_0w\rangle+s\langle w,Vw\rangle\ge e_0-sv$. Thus $|e-e_0|\le sv$.

Any other level has an eigenvector orthogonal to $w$, so it is at least $e_0+D-sv\ge e+D-2sv$. If $e$ were degenerate, two orthogonal eigenvectors at $e$ would give $e\ge e+D-2sv$, which is impossible since $2sv\le2v<D$.

**Q:** Now the formal version. What are the states and the energies?

**A:** States are vectors in a complex inner product space `E`, and operators are linear maps on it.

In Lean 4 with Mathlib:

```lean
import Mathlib

open scoped InnerProductSpace

noncomputable section

namespace CouplingGap

variable {E : Type*} [NormedAddCommGroup E] [InnerProductSpace ℂ E]
```

The expectation value is a real part, which loses nothing for a Hermitian operator. For a vector that is not normalised, the physical average is `mean A x` divided by $\|x\|^2$.

```lean
/-- The real part of `⟨x, A x⟩`. For a Hermitian operator `A` and a unit vector `x` it is the mean
value of `A` in the state `x`. -/
def mean (A : E →ₗ[ℂ] E) (x : E) : ℝ := (⟪x, A x⟫_ℂ).re
```

**Q:** And "simple lowest level with a gap"?

**A:** That is `GappedGround H u e g`. The field `simple` says that the eigenspace at `e` is the line through `u`, and `gap` places every other real eigenvalue at `e + g` or higher. So `g` is a lower bound on the excitation energy, not necessarily its exact value. In one dimension there is no other level, and `gap` holds vacuously.

```lean
/-- The unit vector `u` spans the eigenspace of `H` at the energy `e`, and every other real
eigenvalue of `H` lies at least `g > 0` above `e`. -/
structure GappedGround (H : E →ₗ[ℂ] E) (u : E) (e g : ℝ) : Prop where
  pos : 0 < g
  unit : ‖u‖ = 1
  eigen : H u = (e : ℂ) • u
  simple : ∀ x, H x = (e : ℂ) • x → ∃ c : ℂ, x = c • u
  gap : ∀ (μ : ℝ) (x : E), x ≠ 0 → H x = (μ : ℂ) • x → μ ≠ e → e + g ≤ μ
```

**Q:** Where does the variational principle enter? I would not want it assumed.

**A:** It is proved. The first lemma evaluates the mean in an eigenvector. The second takes the eigenbasis from the spectral theorem and writes the mean as the weighted sum above; the bound then follows term by term.

```lean
/-- If `H x = μ x` with `μ` real, then `mean H x` is `μ` times the squared norm of `x`. -/
theorem mean_of_eigen {H : E →ₗ[ℂ] E} {x : E} {μ : ℝ} (hx : H x = (μ : ℂ) • x) :
    mean H x = μ * ‖x‖ ^ 2 := by
  have hself : (⟪x, x⟫_ℂ).re = ‖x‖ ^ 2 := inner_self_eq_norm_sq (𝕜 := ℂ) x
  rw [mean, hx, inner_smul_right, Complex.re_ofReal_mul, hself]

/-- On a finite-dimensional space a Hermitian operator `H` has an orthonormal basis of eigenvectors,
and `mean H x` is at least `m ‖x‖²` if all basis states overlapping with `x` have energy at least
`m`. -/
theorem exists_stationary_basis [FiniteDimensional ℂ E] {H : E →ₗ[ℂ] E}
    (hH : H.IsSymmetric) :
    ∃ (n : ℕ) (b : OrthonormalBasis (Fin n) ℂ E) (l : Fin n → ℝ),
      (∀ i, H (b i) = (l i : ℂ) • b i) ∧
      ∀ (x : E) (m : ℝ), (∀ i, ⟪b i, x⟫_ℂ ≠ 0 → m ≤ l i) → m * ‖x‖ ^ 2 ≤ mean H x := by
  obtain ⟨n, b, l, hb⟩ : ∃ (n : ℕ) (b : OrthonormalBasis (Fin n) ℂ E) (l : Fin n → ℝ),
      ∀ i, H (b i) = (l i : ℂ) • b i :=
    ⟨_, hH.eigenvectorBasis rfl, hH.eigenvalues rfl,
      fun i => hH.apply_eigenvectorBasis rfl i⟩
  refine ⟨n, b, l, hb, fun x m h => ?_⟩
  -- `mean H x` is the sum of the levels weighted by the squared overlaps
  have hm : mean H x = ∑ i, l i * ‖⟪b i, x⟫_ℂ‖ ^ 2 := by
    rw [mean, ← b.sum_inner_mul_inner x (H x), Complex.re_sum]
    refine Finset.sum_congr rfl fun i _ => ?_
    rw [← hH (b i) x, hb, inner_smul_left, Complex.conj_ofReal, ← inner_conj_symm x (b i)]
    generalize ⟪b i, x⟫_ℂ = z
    rw [Complex.sq_norm, Complex.normSq_apply]
    simp only [Complex.mul_re, Complex.mul_im, Complex.conj_re, Complex.conj_im,
      Complex.ofReal_re, Complex.ofReal_im]
    ring
  rw [hm, ← b.sum_sq_norm_inner_right x, Finset.mul_sum]
  refine Finset.sum_le_sum fun i _ => ?_
  by_cases h0 : ⟪b i, x⟫_ℂ = 0
  · simp [h0]
  · exact mul_le_mul_of_nonneg_right (h i h0) (sq_nonneg _)
```

Two consequences follow: one for all states, and one for states orthogonal to `u`, where `simple` removes the ground-level terms.

```lean
/-- Variational principle: if a Hermitian operator `H` on a finite-dimensional space has the gapped
ground energy `e`, then `mean H x` is at least `e ‖x‖²` for every vector `x`. -/
theorem ground_le_mean [FiniteDimensional ℂ E] {H : E →ₗ[ℂ] E} (hH : H.IsSymmetric)
    {u : E} {e g : ℝ} (hG : GappedGround H u e g) (x : E) : e * ‖x‖ ^ 2 ≤ mean H x := by
  obtain ⟨n, b, l, hb, hl⟩ := exists_stationary_basis hH
  refine hl x e fun i hi => ?_
  by_cases h : l i = e
  · exact h.ge
  · have h1 := hG.gap (l i) (b i) (fun h0 => hi (by rw [h0, inner_zero_left])) (hb i) h
    linarith [hG.pos]

/-- If a Hermitian operator `H` on a finite-dimensional space has the simple ground state `u` with
energy `e` and gap `g`, then `mean H x` is at least `(e + g) ‖x‖²` for every `x` orthogonal to `u`.
-/
theorem excited_le_mean [FiniteDimensional ℂ E] {H : E →ₗ[ℂ] E} (hH : H.IsSymmetric)
    {u : E} {e g : ℝ} (hG : GappedGround H u e g) {x : E} (hx : ⟪u, x⟫_ℂ = 0) :
    (e + g) * ‖x‖ ^ 2 ≤ mean H x := by
  obtain ⟨n, b, l, hb, hl⟩ := exists_stationary_basis hH
  refine hl x (e + g) fun i hi => ?_
  by_cases h : l i = e
  · -- a basis state at the ground energy is a multiple of `u`, hence orthogonal to `x`
    obtain ⟨c, hc⟩ := hG.simple (b i) (by rw [hb i, h])
    exact absurd (by rw [hc, inner_smul_left, hx, mul_zero]) hi
  · exact hG.gap (l i) (b i) (fun h0 => hi (by rw [h0, inner_zero_left])) (hb i) h
```

Next comes the scaling step for $V$, by normalising `x`.

```lean
/-- If `|mean V x| ≤ v` for all unit vectors `x`, then `|mean V x| ≤ v ‖x‖²` for every vector `x`.
-/
theorem abs_mean_le {V : E →ₗ[ℂ] E} {v : ℝ} (hv : ∀ x, ‖x‖ = 1 → |mean V x| ≤ v) (x : E) :
    |mean V x| ≤ v * ‖x‖ ^ 2 := by
  by_cases hx : x = 0
  · simp [mean, hx]
  have hpos : 0 < ‖x‖ := norm_pos_iff.mpr hx
  have hy : ‖((‖x‖⁻¹ : ℝ) : ℂ) • x‖ = 1 := by
    rw [norm_smul, Complex.norm_real, norm_inv, norm_norm, inv_mul_cancel₀ hpos.ne']
  have hm : mean V (((‖x‖⁻¹ : ℝ) : ℂ) • x) = ‖x‖⁻¹ ^ 2 * mean V x := by
    simp only [mean, map_smul, inner_smul_left, inner_smul_right, Complex.conj_ofReal,
      Complex.re_ofReal_mul]
    ring
  have h := hv _ hy
  rw [hm, abs_mul, abs_of_nonneg (sq_nonneg ‖x‖⁻¹), inv_pow,
    inv_mul_le_iff₀ (pow_pos hpos 2)] at h
  linarith
```

The two-eigenvector argument is `le_upper_level`. Its case split on `huq` is the one made by hand, with the same $P$ and $Q$.

```lean
/-- If `mean H x` is at least `c ‖x‖²` for all `x` orthogonal to `u`, then for two orthogonal
nonzero eigenvectors of `H` with real levels `μ ≤ ν` the upper level satisfies `c ≤ ν`. -/
theorem le_upper_level {H : E →ₗ[ℂ] E} {u p q : E} {μ ν c : ℝ}
    (hp : H p = (μ : ℂ) • p) (hq : H q = (ν : ℂ) • q) (hpq : ⟪p, q⟫_ℂ = 0)
    (hp0 : p ≠ 0) (hq0 : q ≠ 0) (hμν : μ ≤ ν)
    (hc : ∀ x, ⟪u, x⟫_ℂ = 0 → c * ‖x‖ ^ 2 ≤ mean H x) : c ≤ ν := by
  have hself : ∀ z : E, (⟪z, z⟫_ℂ).re = ‖z‖ ^ 2 := fun z => inner_self_eq_norm_sq (𝕜 := ℂ) z
  by_cases huq : ⟪u, q⟫_ℂ = 0
  · have h := hc q huq
    rw [mean_of_eigen hq] at h
    exact le_of_mul_le_mul_right h (pow_pos (norm_pos_iff.mpr hq0) 2)
  -- otherwise combine both eigenvectors into a state orthogonal to `u`
  obtain ⟨P, hP⟩ : ∃ P, P = ⟪u, q⟫_ℂ • p := ⟨_, rfl⟩
  obtain ⟨Q, hQ⟩ : ∃ Q, Q = (-⟪u, p⟫_ℂ) • q := ⟨_, rfl⟩
  have hHP : H P = (μ : ℂ) • P := by rw [hP, map_smul, hp, smul_comm]
  have hHQ : H Q = (ν : ℂ) • Q := by rw [hQ, map_smul, hq, smul_comm]
  have hPQ : ⟪P, Q⟫_ℂ = 0 := by
    rw [hP, hQ, inner_smul_left, inner_smul_right, hpq, mul_zero, mul_zero]
  have hQP : ⟪Q, P⟫_ℂ = 0 := by rw [← inner_conj_symm, hPQ, map_zero]
  have hu : ⟪u, P + Q⟫_ℂ = 0 := by
    rw [hP, hQ, inner_add_right, inner_smul_right, inner_smul_right]
    ring
  have hn : ‖P + Q‖ ^ 2 = ‖P‖ ^ 2 + ‖Q‖ ^ 2 := by
    rw [← hself]
    simp only [inner_add_left, inner_add_right, hPQ, hQP, add_zero, zero_add,
      Complex.add_re, hself]
  have hm : mean H (P + Q) = μ * ‖P‖ ^ 2 + ν * ‖Q‖ ^ 2 := by
    simp only [mean, map_add, hHP, hHQ, inner_add_left, inner_add_right, inner_smul_right,
      hPQ, hQP, add_zero, zero_add, Complex.add_re, Complex.re_ofReal_mul, hself]
  have hP0 : 0 < ‖P‖ ^ 2 := by
    rw [hP]
    exact pow_pos (norm_pos_iff.mpr (smul_ne_zero huq hp0)) 2
  have h := hc _ hu
  rw [hm, hn] at h
  have h2 := mul_le_mul_of_nonneg_right hμν hP0.le
  refine le_of_mul_le_mul_right (a := ‖P‖ ^ 2 + ‖Q‖ ^ 2) ?_ (by linarith [sq_nonneg ‖Q‖])
  linarith
```

**Q:** Does the main theorem say what you told me?

**A:** Yes. `IsSymmetric` means Hermitian, `hv` is the bound on the interaction energy, and `hD` is $2v<D$. The conclusion supplies a state `w` and an energy `e` with gap `D - 2 * s * v`, together with the bound on the shift.

In the proof, `hc` is the estimate on the complement of $u$, while `hup` and `hlow` bracket the lowest level, `l i`. To show that this level is simple, the component of a supposed second ground state orthogonal to `b i` is fed to `le_upper_level`. For the gap, a different eigenvalue supplies the orthogonal eigenvector.

```lean
/-- Let `H₀` and `V` be Hermitian operators on a finite-dimensional space, `H₀` with a simple lowest
level and gap `D`, and let the mean of `V` in unit vectors be at most `v` in modulus, `2v < D`. For
every coupling `s` in `[0,1]` the lowest level of `H₀ + sV` is simple, has gap at least `D - 2sv`,
and is shifted by at most `sv`. -/
theorem gap_along_coupling [FiniteDimensional ℂ E] {H₀ V : E →ₗ[ℂ] E}
    (hH : H₀.IsSymmetric) (hV : V.IsSymmetric) {u : E} {e₀ D v s : ℝ}
    (h0 : GappedGround H₀ u e₀ D) (hv : ∀ x, ‖x‖ = 1 → |mean V x| ≤ v)
    (hD : 2 * v < D) (hs0 : 0 ≤ s) (hs1 : s ≤ 1) :
    ∃ (w : E) (e : ℝ), GappedGround (H₀ + (s : ℂ) • V) w e (D - 2 * s * v) ∧
      |e - e₀| ≤ s * v := by
  have hv0 : 0 ≤ v := (abs_nonneg _).trans (hv u h0.unit)
  have hsv : s * v ≤ v := mul_le_of_le_one_left hv0 hs1
  have hmean : ∀ x, mean (H₀ + (s : ℂ) • V) x = mean H₀ x + s * mean V x := fun x => by
    simp only [mean, LinearMap.add_apply, LinearMap.smul_apply, inner_add_right,
      inner_smul_right, Complex.add_re, Complex.re_ofReal_mul]
  have hK : (H₀ + (s : ℂ) • V).IsSymmetric := fun x y => by
    simp only [LinearMap.add_apply, LinearMap.smul_apply, inner_add_left, inner_add_right,
      inner_smul_left, inner_smul_right, Complex.conj_ofReal]
    rw [hH x y, hV x y]
  -- on the complement of `u` the coupled energy stays high
  have hc : ∀ x, ⟪u, x⟫_ℂ = 0 →
      (e₀ + D - s * v) * ‖x‖ ^ 2 ≤ mean (H₀ + (s : ℂ) • V) x := fun x hx => by
    have h1 := excited_le_mean hH h0 hx
    have h2 := mul_le_mul_of_nonneg_left (abs_le.mp (abs_mean_le hv x)).1 hs0
    rw [hmean]
    linarith
  generalize H₀ + (s : ℂ) • V = K at *
  obtain ⟨n, b, l, hb, hl⟩ := exists_stationary_basis hK
  have hu0 : u ≠ 0 := fun h => by simpa [h] using h0.unit
  have : Nontrivial E := ⟨u, 0, hu0⟩
  have : Nonempty (Fin n) := b.toBasis.index_nonempty
  obtain ⟨i, hi⟩ := Finite.exists_min l
  have hw : ‖b i‖ = 1 := b.orthonormal.1 i
  have hw0 : b i ≠ 0 := fun h => by simp [h] at hw
  -- the old ground state is a trial state for the new lowest level
  have hup : l i ≤ e₀ + s * v := by
    have h1 := hl u (l i) fun j _ => hi j
    have h2 := mul_le_mul_of_nonneg_left (abs_le.mp (hv u h0.unit)).2 hs0
    rw [hmean, mean_of_eigen h0.eigen, h0.unit] at h1
    linarith
  have hlow : e₀ - s * v ≤ l i := by
    have h1 := ground_le_mean hH h0 (b i)
    have h2 := mul_le_mul_of_nonneg_left (abs_le.mp (hv (b i) hw)).1 hs0
    have h3 := hmean (b i)
    rw [mean_of_eigen (hb i), hw] at h3
    rw [hw] at h1
    linarith
  refine ⟨b i, l i, ⟨by linarith, hw, hb i, fun x hx => ?_, fun μ x hx0 hx hμ => ?_⟩,
    abs_le.mpr ⟨by linarith, by linarith⟩⟩
  · -- a second independent ground state would lie too high
    by_cases hr : x - ⟪b i, x⟫_ℂ • b i = 0
    · exact ⟨_, sub_eq_zero.mp hr⟩
    have hKr : K (x - ⟪b i, x⟫_ℂ • b i) = (l i : ℂ) • (x - ⟪b i, x⟫_ℂ • b i) := by
      rw [map_sub, map_smul, hx, hb i, smul_sub, smul_comm]
    have horth : ⟪b i, x - ⟪b i, x⟫_ℂ • b i⟫_ℂ = 0 := by
      rw [inner_sub_right, inner_smul_right, inner_self_eq_norm_sq_to_K, hw]
      simp
    have h := le_upper_level (hb i) hKr horth hw0 hr le_rfl hc
    linarith
  · -- eigenvectors of different levels are orthogonal
    have horth : ⟪b i, x⟫_ℂ = 0 := by
      have h := hK (b i) x
      rw [hb i, hx, inner_smul_left, inner_smul_right, Complex.conj_ofReal] at h
      have h' : ((μ : ℂ) - l i) * ⟪b i, x⟫_ℂ = 0 := by linear_combination -h
      exact (mul_eq_zero.mp h').resolve_left (sub_ne_zero.mpr (by exact_mod_cast hμ))
    have hle : l i ≤ μ := by
      have h := hl x (l i) fun j _ => hi j
      rw [mean_of_eigen hx] at h
      exact le_of_mul_le_mul_right h (pow_pos (norm_pos_iff.mpr hx0) 2)
    have h := le_upper_level (hb i) hx horth hw0 hx0 hle hc
    linarith
```

**Q:** Could a better argument improve $D-2sv$?

**A:** Not from these assumptions alone. Take $H_0=\mathrm{diag}(0,D)$ and $V=\mathrm{diag}(v,-v)$ with $0\le v$ and $2v<D$. The levels of $H_0+sV$ are $sv$ and $D-sv$, exactly $D-2sv$ apart. The code builds diagonal operators and finds their ground state by comparing components.

```lean
/-- The diagonal two-state operator with real levels `a` and `b`. -/
def twoLevel (a b : ℝ) : EuclideanSpace ℂ (Fin 2) →ₗ[ℂ] EuclideanSpace ℂ (Fin 2) where
  toFun x := !₂[(a : ℂ) * x 0, (b : ℂ) * x 1]
  map_add' x y := by ext i; fin_cases i <;> simp [mul_add]
  map_smul' c x := by ext i; fin_cases i <;> simp [mul_left_comm]

/-- For `a < b` the first basis state is the simple ground state of the two-state operator,
with energy `a` and gap `b - a`. -/
theorem twoLevel_ground {a b : ℝ} (hab : a < b) :
    GappedGround (twoLevel a b) (EuclideanSpace.single 0 1) a (b - a) := by
  have key : ∀ (μ : ℝ) (x : EuclideanSpace ℂ (Fin 2)), twoLevel a b x = (μ : ℂ) • x →
      (a = μ ∨ x 0 = 0) ∧ (b = μ ∨ x 1 = 0) := fun μ x hx =>
    ⟨by simpa [twoLevel] using congrArg (fun z : EuclideanSpace ℂ (Fin 2) => z 0) hx,
     by simpa [twoLevel] using congrArg (fun z : EuclideanSpace ℂ (Fin 2) => z 1) hx⟩
  refine ⟨sub_pos.mpr hab, by simp, ?_, fun x hx => ?_, fun μ x hx0 hx hμ => ?_⟩
  · ext i
    fin_cases i <;> simp [twoLevel]
  · have h1 := (key a x hx).2.resolve_left hab.ne'
    exact ⟨x 0, by ext i; fin_cases i <;> simp [h1]⟩
  · have h0 := (key μ x hx).1.resolve_left (Ne.symm hμ)
    rcases (key μ x hx).2 with h | h1
    · linarith
    · exact absurd (by ext i; fin_cases i <;> simp [h0, h1]) hx0
```

The last theorem checks the assumptions for this pair, then exhibits the ground level and an eigenvector at the upper level. The bound on $V$ uses $\|x\|^2=|x_0|^2+|x_1|^2=1$.

```lean
/-- The bound is attained: for `0 ≤ v`, `2v < D` and `s` in `[0,1]`, the Hermitian operators
`H₀ = diag(0, D)` and `V = diag(v, -v)` meet the assumptions of `gap_along_coupling`, and the
excited level of `H₀ + sV` lies exactly `D - 2sv` above its ground level `sv`. -/
theorem gap_bound_attained {D v s : ℝ} (hv : 0 ≤ v) (hD : 2 * v < D)
    (hs0 : 0 ≤ s) (hs1 : s ≤ 1) :
    (∀ a b : ℝ, (twoLevel a b).IsSymmetric) ∧
    GappedGround (twoLevel 0 D) (EuclideanSpace.single 0 1) 0 D ∧
    (∀ x, ‖x‖ = 1 → |mean (twoLevel v (-v)) x| ≤ v) ∧
    GappedGround (twoLevel 0 D + (s : ℂ) • twoLevel v (-v))
      (EuclideanSpace.single 0 1) (s * v) (D - 2 * s * v) ∧
    (twoLevel 0 D + (s : ℂ) • twoLevel v (-v)) (EuclideanSpace.single 1 1) =
      ((s * v + (D - 2 * s * v) : ℝ) : ℂ) • EuclideanSpace.single 1 1 := by
  have hsv : s * v ≤ v := mul_le_of_le_one_left hv hs1
  have hsv0 : 0 ≤ s * v := mul_nonneg hs0 hv
  have hsum : twoLevel 0 D + (s : ℂ) • twoLevel v (-v) = twoLevel (s * v) (D - s * v) := by
    ext x i
    fin_cases i <;> simp [twoLevel] <;> ring
  refine ⟨fun a b x y => ?_, ?_, fun x hx => ?_, ?_, ?_⟩
  · simp [twoLevel, PiLp.inner_apply, Fin.sum_univ_two]
    ring
  · simpa using twoLevel_ground (a := 0) (b := D) (by linarith)
  · have hm : mean (twoLevel v (-v)) x = v * ‖x 0‖ ^ 2 - v * ‖x 1‖ ^ 2 := by
      simp [mean, twoLevel, PiLp.inner_apply, Fin.sum_univ_two, Complex.sq_norm,
        Complex.normSq_apply]
      ring
    have hn := EuclideanSpace.norm_sq_eq x
    rw [hx, Fin.sum_univ_two] at hn
    have h0 := mul_nonneg hv (sq_nonneg ‖x 0‖)
    have h1 := mul_nonneg hv (sq_nonneg ‖x 1‖)
    have h2 : v = v * ‖x 0‖ ^ 2 + v * ‖x 1‖ ^ 2 := by linear_combination v * hn
    rw [hm]
    exact abs_le.mpr ⟨by linarith, by linarith⟩
  · rw [hsum, show D - 2 * s * v = (D - s * v) - s * v by ring]
    exact twoLevel_ground (by linarith)
  · rw [hsum, show s * v + (D - 2 * s * v) = D - s * v by ring]
    ext i
    fin_cases i <;> simp [twoLevel]

end CouplingGap
```

```lean
#print axioms CouplingGap.gap_along_coupling
#print axioms CouplingGap.gap_bound_attained
```

```
'CouplingGap.gap_along_coupling' depends on axioms: [propext, Classical.choice, Quot.sound]
'CouplingGap.gap_bound_attained' depends on axioms: [propext, Classical.choice, Quot.sound]
```

**Q:** My concern is Görling–Levy theory, where small $s$ corresponds to the high-density limit. Is this that theory?

**A:** No. Görling–Levy theory is a perturbation expansion in the coupling strength, with a one-body potential that changes with $s$ to keep the density fixed. Here nothing is expanded, $V$ is fixed and the path is a straight line. The space is also finite-dimensional, as in a finite basis set, and $2v<D$ is assumed, not derived from any electron density. For a linear path that meets this condition, the theorem excludes a ground-state crossing between the non-interacting reference and full coupling.
